# Independent random signs sample the exchange kernel of a factorised interaction without bias

Randomness is modelled here by counting: an expectation is the plain average over every possible assignment of signs, each with equal weight. Two sign vectors are independent when the average runs over all pairs of assignments. No measure theory is needed, and the mean is the exact expectation, not the average of a finite Monte Carlo run.

Space is a finite set `X` of points, with any quadrature weights absorbed into the matrices. The scalars `𝕜` are real or complex. The index set `ι` labels the occupied orbitals, and `κ` labels the columns of a factor of the interaction.

```lean
import Mathlib

open Matrix

namespace StochasticExchange

noncomputable section

variable {𝕜 X ι κ : Type*} [RCLike 𝕜] [Fintype X]
  [Fintype ι] [DecidableEq ι] [Fintype κ] [DecidableEq κ]
```

For a function $f$ on a finite ensemble $\Omega$, the mean is $\langle f\rangle=|\Omega|^{-1}\sum_\omega f(\omega)$.

```lean
/-- The uniform average of `f` over a finite nonempty ensemble. -/
def mean {Ω K : Type*} [Fintype Ω] [Field K] (f : Ω → K) : K :=
  (∑ ω, f ω) / (Fintype.card Ω : K)
```

A sign is stored as a Boolean and converted to $\pm1$.

```lean
/-- The sign `+1` or `-1` encoded by a Boolean. -/
def sgn (b : Bool) : 𝕜 := if b then 1 else -1
```

## Fields built from signs

Let $\Phi_{xi}$ be the value of orbital $i$ at point $x$. A sign vector $s$ mixes all the orbitals into one field, $\eta_x=\sum_i\Phi_{xi}s_i$.

```lean
/-- The random combination `∑ i, Φ x i * s i` of the columns of `Φ` with signs `s`. -/
def randomField (Φ : Matrix X ι 𝕜) (s : ι → Bool) (x : X) : 𝕜 :=
  ∑ i, Φ x i * sgn (s i)
```

The interaction is assumed to have the form $v=BB^\dagger$, so it is positive semidefinite. Physically, no charge distribution has negative electrostatic self-energy, as for the Coulomb repulsion. With a second sign vector $t$, set $\zeta_x=\sum_k B_{xk}t_k$ and $\xi_x=\zeta_x\eta_x$. In Lean, `ω.1` is $s$ and `ω.2` is $t$.

```lean
/-- The sampled pair field `ξ x = ζ x * η x`, where `η = Φ s` and `ζ = B t`. -/
def pairField (B : Matrix X κ 𝕜) (Φ : Matrix X ι 𝕜)
    (ω : (ι → Bool) × (κ → Bool)) (x : X) : 𝕜 :=
  randomField B ω.2 x * randomField Φ ω.1 x
```

The target energy, for one spin channel, is

$$E_x=-\tfrac12\sum_{ij}\sum_{xy}\overline{\Phi_{xi}}\,\Phi_{xj}\,v_{xy}\,\overline{\Phi_{yj}}\,\Phi_{yi}.$$

The definition accepts any matrix $\Phi$. Orthonormal columns give the usual exchange energy of a single determinant.

```lean
/-- The exchange energy of one spin channel: minus one half of the sum of the exchange
integrals of the interaction `v` over all pairs of orbitals (the columns of `Φ`). -/
def exchangeEnergy (v : Matrix X X 𝕜) (Φ : Matrix X ι 𝕜) : 𝕜 :=
  -(1 / 2) * ∑ i, ∑ j, ∑ x, ∑ y,
    star (Φ x i) * Φ x j * v x y * (star (Φ y j) * Φ y i)
```

One sample replaces the double sum over orbitals by squared overlaps:

$$e(s,t)=-\tfrac12\sum_i\Big|\sum_x\overline{\Phi_{xi}}\,\xi_x\Big|^2 .$$

```lean
/-- The energy of one sample: minus one half of the summed squared overlaps of the
orbitals with the pair field. -/
def energySample (B : Matrix X κ 𝕜) (Φ : Matrix X ι 𝕜)
    (ω : (ι → Bool) × (κ → Bool)) : ℝ :=
  -(1 / 2) * ∑ i, ‖∑ x, star (Φ x i) * pairField B Φ ω x‖ ^ 2
```

## Averages and uncorrelated signs

Averaging is linear. Exchanging two finite sums gives $\langle\sum_i f_i\rangle=\sum_i\langle f_i\rangle$.

```lean
/-- The average of a finite sum is the sum of the averages. -/
theorem mean_sum {Ω I K : Type*} [Fintype Ω] [Fintype I] [Field K] (f : I → Ω → K) :
    mean (fun ω => ∑ i, f i ω) = ∑ i, mean (fun ω => f i ω) := by
  unfold mean
  rw [Finset.sum_comm, Finset.sum_div]
```

Constants come out: $\langle cf\rangle=c\langle f\rangle$.

```lean
/-- A constant factor can be taken out of an average. -/
theorem mean_const_mul {Ω K : Type*} [Fintype Ω] [Field K] (c : K) (f : Ω → K) :
    mean (fun ω => c * f ω) = c * mean (fun ω => f ω) := by
  unfold mean
  rw [← Finset.mul_sum, mul_div_assoc]
```

Over a product ensemble, the double sum of $f(\omega)g(\omega')$ factorises, and so does the number of terms. Hence $\langle fg\rangle=\langle f\rangle\langle g\rangle$.

```lean
/-- For two independent ensembles the average of a product is the product of the averages. -/
theorem mean_indep {Ω Ω' K : Type*} [Fintype Ω] [Fintype Ω'] [Field K]
    (f : Ω → K) (g : Ω' → K) :
    mean (fun ω : Ω × Ω' => f ω.1 * g ω.2) = mean f * mean g := by
  simp only [mean, Fintype.sum_prod_type, Fintype.card_prod, Nat.cast_mul,
    div_mul_div_comm, Finset.sum_mul_sum]
```

Next, $\langle s_is_j\rangle=\delta_{ij}$. If $i=j$, every term is $1$. If $i\neq j$, flipping $s_i$ alone reverses the sign of $s_is_j$, so the assignments pair off and cancel. `Finset.sum_involution` carries out this pairing, with `Function.update` as the flip. The same flip gives $\langle s_i\rangle=0$. Hence $\eta$ and $\zeta$ have mean zero, and so does $\xi$ when $s$ and $t$ are independent, so the second moments computed in the next section are covariances.

```lean
/-- The product of two entries of a uniform random sign vector averages to one if the entries are
the same and to zero if they are distinct. -/
theorem mean_sgn_mul_sgn (i j : ι) :
    mean (fun s : ι → Bool => (sgn (s i) * sgn (s j) : 𝕜)) = if i = j then 1 else 0 := by
  split_ifs with h
  · subst h
    have h1 : ∀ b : Bool, (sgn b * sgn b : 𝕜) = 1 := by
      intro b
      cases b <;> simp [sgn]
    simp only [mean, h1, Finset.sum_const, Finset.card_univ, nsmul_eq_mul, mul_one]
    exact div_self (Nat.cast_ne_zero.mpr Fintype.card_ne_zero)
  · have hn : ∀ b : Bool, (sgn (!b) : 𝕜) = -sgn b := by
      intro b
      cases b <;> simp [sgn]
    -- flipping the sign `i` pairs each term with its negative
    have h0 : ∑ s : ι → Bool, (sgn (s i) * sgn (s j) : 𝕜) = 0 := by
      refine Finset.sum_involution (fun s _ => Function.update s i (!s i)) ?_ ?_ ?_ ?_
      · intro s _
        simp [Function.update_of_ne (Ne.symm h), hn]
      · intro s _ _ hs
        have := congrFun hs i
        simp at this
      · intro s _
        exact Finset.mem_univ _
      · intro s _
        simp
    rw [mean, h0, zero_div]
```

## From two covariances to the exchange kernel

Signs are real, so expanding the product gives

$$\langle\eta_x\overline{\eta_y}\rangle=\sum_{ij}\Phi_{xi}\overline{\Phi_{yj}}\langle s_is_j\rangle=\sum_i\Phi_{xi}\overline{\Phi_{yi}}=(\Phi\Phi^\dagger)_{xy},$$

which is the density matrix of one spin channel when the columns of $\Phi$ are its orthonormal occupied orbitals. In Lean, `star` is complex conjugation and `ᴴ` the conjugate transpose.

```lean
omit [Fintype X] in
/-- The second-moment matrix of the random field `η = Φ s` is `Φ Φᴴ`, the density matrix of the
columns of `Φ`. -/
theorem mean_randomField (Φ : Matrix X ι 𝕜) (x y : X) :
    mean (fun s => randomField Φ s x * star (randomField Φ s y)) = (Φ * Φᴴ) x y := by
  have hs : ∀ b : Bool, star (sgn b : 𝕜) = sgn b := by
    intro b
    cases b <;> simp [sgn]
  have h : ∀ s, randomField Φ s x * star (randomField Φ s y) =
      ∑ i, ∑ j, Φ x i * star (Φ y j) * (sgn (s i) * sgn (s j)) := by
    intro s
    simp only [randomField, star_sum, star_mul', hs, Finset.sum_mul_sum]
    exact Finset.sum_congr rfl fun i _ => Finset.sum_congr rfl fun j _ => by ring
  simp only [h, mean_sum, mean_const_mul, mean_sgn_mul_sgn, Matrix.mul_apply,
    Matrix.conjTranspose_apply]
  simp
```

The same lemma applied to $B$ gives $\langle\zeta_x\overline{\zeta_y}\rangle=(BB^\dagger)_{xy}$. Regrouping the pair field as $\xi_x\overline{\xi_y}=(\eta_x\overline{\eta_y})(\zeta_x\overline{\zeta_y})$ separates $s$ from $t$, and independence yields

$$\langle\xi_x\overline{\xi_y}\rangle=(BB^\dagger)_{xy}(\Phi\Phi^\dagger)_{xy}.$$

The product is taken entry by entry. For real matrices the conjugations disappear.

```lean
omit [Fintype X] in
/-- With independent uniform signs `s` and `t`, the second-moment matrix of the pair field is the
exchange kernel: the interaction `B Bᴴ` times the density matrix `Φ Φᴴ`, entry by entry. -/
theorem mean_pairField (B : Matrix X κ 𝕜) (Φ : Matrix X ι 𝕜) (x y : X) :
    mean (fun ω => pairField B Φ ω x * star (pairField B Φ ω y)) =
      (B * Bᴴ) x y * (Φ * Φᴴ) x y := by
  have h : ∀ ω, pairField B Φ ω x * star (pairField B Φ ω y) =
      (randomField Φ ω.1 x * star (randomField Φ ω.1 y)) *
        (randomField B ω.2 x * star (randomField B ω.2 y)) := by
    intro ω
    simp only [pairField, star_mul']
    ring
  simp only [h]
  -- independence separates the orbital signs from the interaction signs
  exact (mean_indep (fun s => randomField Φ s x * star (randomField Φ s y))
    (fun t => randomField B t x * star (randomField B t y))).trans
    (by rw [mean_randomField, mean_randomField, mul_comm])
```

In the smallest nontrivial case, with one orbital and one column in $B$, $\xi_x=\pm B_x\Phi_x$. The overall sign cancels in $\xi_x\overline{\xi_y}$, so every single sample already equals the kernel. Fluctuations can appear only when there is more than one sign in $s$ or in $t$.

## The operator and its energy

The kernel acts on an orbital $\psi$ by summation over $y$. Linearity therefore carries the covariance over to the rank-one operator built from $\xi$:

$$\Big\langle\xi_x\sum_y\overline{\xi_y}\psi_y\Big\rangle=\sum_y v_{xy}(\Phi\Phi^\dagger)_{xy}\psi_y .$$

For orthonormal occupied orbitals of one spin, the exchange term of the Fock operator, acting on an orbital of that spin, is minus this expression.

```lean
/-- The rank-one operator built from the pair field acts on any orbital `ψ`, on average,
as the exchange kernel does. -/
theorem mean_compressed_action (B : Matrix X κ 𝕜) (Φ : Matrix X ι 𝕜) (ψ : X → 𝕜) (x : X) :
    mean (fun ω => pairField B Φ ω x * ∑ y, star (pairField B Φ ω y) * ψ y) =
      ∑ y, (B * Bᴴ) x y * (Φ * Φᴴ) x y * ψ y := by
  have h : ∀ ω, pairField B Φ ω x * ∑ y, star (pairField B Φ ω y) * ψ y =
      ∑ y, ψ y * (pairField B Φ ω x * star (pairField B Φ ω y)) := by
    intro ω
    rw [Finset.mul_sum]
    exact Finset.sum_congr rfl fun y _ => by ring
  simp only [h, mean_sum, mean_const_mul, mean_pairField]
  exact Finset.sum_congr rfl fun y _ => by ring
```

For the energy, write each squared overlap as a number times its conjugate:

$$\Big|\sum_x\overline{\Phi_{xi}}\xi_x\Big|^2=\sum_{xy}\overline{\Phi_{xi}}\Phi_{yi}\,\xi_x\overline{\xi_y}.$$

Averaging replaces $\xi_x\overline{\xi_y}$ by $v_{xy}\sum_j\Phi_{xj}\overline{\Phi_{yj}}$. Summing over $i$ and multiplying by $-\tfrac12$ gives $E_x$, so $\langle e\rangle=E_x$. The Lean proof follows this expansion, then reorders the finite sums. The sampled energy is real, and the statement embeds its mean in `𝕜`.

```lean
/-- The average of the sampled energy is the exchange energy for the interaction `B Bᴴ`. -/
theorem mean_energySample (B : Matrix X κ 𝕜) (Φ : Matrix X ι 𝕜) :
    ((mean (energySample B Φ) : ℝ) : 𝕜) = exchangeEnergy (B * Bᴴ) Φ := by
  have hz : ∀ z : 𝕜, ((‖z‖ ^ 2 : ℝ) : 𝕜) = z * star z := by
    intro z
    rw [RCLike.star_def, RCLike.mul_conj]
    exact RCLike.ofReal_pow _ _
  have hc : ((-(1 / 2) : ℝ) : 𝕜) = -(1 / 2) := by
    simp only [RCLike.ofReal_neg, RCLike.ofReal_div, RCLike.ofReal_one, RCLike.ofReal_ofNat]
  -- each squared overlap is a quadratic form in the pair field
  have h : ∀ ω, ((energySample B Φ ω : ℝ) : 𝕜) = ∑ i, ∑ x, ∑ y,
      (-(1 / 2) * (star (Φ x i) * Φ y i)) *
        (pairField B Φ ω x * star (pairField B Φ ω y)) := by
    intro ω
    simp only [energySample, RCLike.ofReal_mul, RCLike.ofReal_sum, hc, hz, star_sum,
      star_mul', star_star, Finset.sum_mul_sum]
    simp only [Finset.mul_sum]
    exact Finset.sum_congr rfl fun i _ => Finset.sum_congr rfl fun x _ =>
      Finset.sum_congr rfl fun y _ => by ring
  have hcast : ((mean (energySample B Φ) : ℝ) : 𝕜) =
      mean (fun ω => ((energySample B Φ ω : ℝ) : 𝕜)) := by
    simp only [mean, RCLike.ofReal_div, RCLike.ofReal_sum, RCLike.ofReal_natCast]
  rw [hcast]
  simp only [h, mean_sum, mean_const_mul, mean_pairField]
  -- expand the density matrix into orbitals and reorder the sums
  generalize B * Bᴴ = v
  simp only [exchangeEnergy, Matrix.mul_apply, Matrix.conjTranspose_apply, Finset.mul_sum]
  refine Finset.sum_congr rfl fun i _ => Eq.symm ?_
  exact Finset.sum_comm.trans (Finset.sum_congr rfl fun x _ =>
    Finset.sum_comm.trans (Finset.sum_congr rfl fun y _ =>
      Finset.sum_congr rfl fun j _ => by ring))
```

Take two points, one normalised orbital $(1,1)/\sqrt2$ and $B=\begin{pmatrix}2&1\\1&2\end{pmatrix}$. Then $v=\begin{pmatrix}5&4\\4&5\end{pmatrix}$, every density-matrix entry is $\tfrac12$, and the off-diagonal kernel entry is $2$. Up to an overall sign, $\zeta$ is $(3,3)$ or $(1,-1)$, equally often. Thus $\xi_1\xi_2$ is $\tfrac92$ or $-\tfrac12$, with mean $2$. The sampled energy is $-\tfrac92$ or $0$, with mean $-\tfrac94$; directly, $E_x=-\tfrac12\cdot\tfrac12(5+4+4+5)/2=-\tfrac94$.

Every sample is minus one half of a sum of squares, so its energy is at most zero. The mean inherits this bound, and so does the exchange energy. Lean states it for the real part because `exchangeEnergy` takes values in `𝕜`.

```lean
/-- For an interaction of the form `B Bᴴ` the real part of the exchange energy is never
positive. -/
theorem exchangeEnergy_nonpos (B : Matrix X κ 𝕜) (Φ : Matrix X ι 𝕜) :
    RCLike.re (exchangeEnergy (B * Bᴴ) Φ) ≤ 0 := by
  rw [← mean_energySample, RCLike.ofReal_re]
  refine div_nonpos_of_nonpos_of_nonneg (Finset.sum_nonpos fun ω _ => ?_) (Nat.cast_nonneg _)
  have h : 0 ≤ ∑ i, ‖∑ x, star (Φ x i) * pairField B Φ ω x‖ ^ 2 :=
    Finset.sum_nonneg fun i _ => sq_nonneg _
  unfold energySample
  linarith
```

## Sharing one sign vector can cause bias

Let the points, the orbitals and the columns of $B$ share one index set, and let $\Phi=B=1$, the identity matrix. Suppose one vector $s$ serves both fields. Then $\xi_x=s_x^2=1$ at every point, and $\langle\xi_x\overline{\xi_y}\rangle=1$. For $x\neq y$ the kernel entry is $1_{xy}1_{xy}=0$. The shared signs have introduced a bias in the kernel that averaging does not remove. The sampled energy happens to keep the right mean in this example, and with one orbital and one column in $B$ a shared sign does no harm even to the kernel.

For stochastic exchange in electronic-structure calculations, these identities justify the estimator's mean on a finite grid, with fixed orbitals and a positive semidefinite interaction. They give no variance, and hence no number of samples for a desired accuracy; nor do they treat orbitals that are updated using the same signs.

```lean
/-- Using one sign vector for both fields can bias the estimate of the exchange kernel: for
`Φ = B = 1` and distinct points the average is one, while the exchange kernel vanishes. -/
theorem shared_signs_biased {x y : ι} (hxy : x ≠ y) :
    mean (fun s : ι → Bool => pairField (1 : Matrix ι ι 𝕜) (1 : Matrix ι ι 𝕜) (s, s) x *
        star (pairField (1 : Matrix ι ι 𝕜) (1 : Matrix ι ι 𝕜) (s, s) y)) = 1 ∧
      ((1 : Matrix ι ι 𝕜) * (1 : Matrix ι ι 𝕜)ᴴ) x y *
        ((1 : Matrix ι ι 𝕜) * (1 : Matrix ι ι 𝕜)ᴴ) x y = 0 := by
  constructor
  · have h1 : ∀ (s : ι → Bool) (z : ι),
        pairField (1 : Matrix ι ι 𝕜) (1 : Matrix ι ι 𝕜) (s, s) z = 1 := by
      intro s z
      have hf : randomField (1 : Matrix ι ι 𝕜) s z = sgn (s z) := by
        simp [randomField, Matrix.one_apply]
      simp only [pairField, hf]
      cases s z <;> simp [sgn]
    simp only [mean, h1, star_one, mul_one, Finset.sum_const, Finset.card_univ, nsmul_eq_mul]
    exact div_self (Nat.cast_ne_zero.mpr Fintype.card_ne_zero)
  · simp [Matrix.one_apply_ne hxy]

end

end StochasticExchange
```

```lean
#print axioms StochasticExchange.mean_compressed_action
-- 'StochasticExchange.mean_compressed_action' depends on axioms: [propext, Classical.choice, Quot.sound]
#print axioms StochasticExchange.exchangeEnergy_nonpos
-- 'StochasticExchange.exchangeEnergy_nonpos' depends on axioms: [propext, Classical.choice, Quot.sound]
#print axioms StochasticExchange.shared_signs_biased
-- 'StochasticExchange.shared_signs_biased' depends on axioms: [propext, Classical.choice, Quot.sound]
```
